# The double commutator [V,[T,V]] is a function of position for polynomial potentials

## Commutators, potentials and momenta

Write \([a,b]=ab-ba\) and set \(\hbar=1\). The operators live in an associative algebra \(A\) with unit over the complex numbers. There are finitely many coordinates, labelled by \(j\), with commuting positions \(x_j\) and momenta \(p_j\) that satisfy

\[
[x_j,p_k]=i\,\delta_{jk}.
\]

A potential \(V\) is a polynomial in the positions, with complex coefficients allowed, and \(\partial_jV\) is its partial derivative. The kinetic energy is

\[
T=\sum_j \frac{w_j}{2}\,p_j^2 ,
\]

where \(w_j=1/m_j\) is the inverse mass. Nothing is assumed about the commutators \([p_j,p_k]\), because the argument never uses them.

## Where the commutator appears in splitting methods

A splitting integrator replaces the evolution under \(T+V\) by a product of evolutions under \(T\) and \(V\) separately. The leading error of the symmetric second-order splitting is a combination of \([T,[T,V]]\) and \([V,[T,V]]\). For polynomial potentials the second of these is

\[
[V,[T,V]]=\sum_j w_j\,(\partial_jV)^2 ,
\]

the sum of squared force components, each divided by its mass. It is a function of position, so an integrator can include it in a potential step. The force derived from this extra term contains second derivatives of \(V\), that is, gradients of the force.

Since functions of position commute, it follows that \([V,[V,[T,V]]]=0\). Runge–Kutta–Nyström splittings exploit this: this nested commutator is absent from their error expansion, together with every longer commutator built on it, and the order conditions attached to them disappear.

## Derivation

**Potential and momentum.** The first step is \([V,p_k]=i\,\partial_kV\). Both sides vanish for a constant, and both are additive in \(V\). If the formula holds for \(f\), the product rule \([ab,c]=a[b,c]+[a,c]b\) gives

\[
[f x_j,p_k]=f\,[x_j,p_k]+[f,p_k]\,x_j
= i\,\delta_{jk}f+i(\partial_kf)x_j=i\,\partial_k(f x_j).
\]

Every polynomial is built from constants by addition and multiplication by coordinates, so the formula holds for all \(V\).

**One squared momentum.** Let \(a,q,F\) be elements of \(A\) with \([a,q]=iF\) and \([a,F]=0\). Then

\[
[q^2,a]=-\bigl(q[a,q]+[a,q]q\bigr)=-i(qF+Fq).
\]

In the commutator of \(a\) with \(qF+Fq\), the terms containing \([a,F]\) vanish, which leaves

\[
[a,qF+Fq]=[a,q]F+F[a,q]=2iF^2 .
\]

Hence \([a,[q^2,a]]=-i\cdot 2i\,F^2=2F^2\).

**Sum over coordinates.** The double commutator is linear in \(T\), so there are no cross terms between different momenta. With \(a=V\), \(q=p_j\) and \(F=\partial_jV\),

\[
[V,[T,V]]=\sum_j\frac{w_j}{2}\,[V,[p_j^2,V]]
=\sum_j\frac{w_j}{2}\,2(\partial_jV)^2=\sum_jw_j(\partial_jV)^2 .
\]

The right-hand side is a polynomial in the positions, so it commutes with every polynomial potential \(W\), and in particular with \(V\).

## A cubic potential in two coordinates

Take \(V=x_1^2x_2\), \(w_1=1\) and \(w_2=\tfrac12\). The formula gives

\[
(2x_1x_2)^2+\tfrac12(x_1^2)^2=4x_1^2x_2^2+\tfrac12x_1^4 ,
\]

which is \(16.5\) at \((x_1,x_2)=(1,2)\).

For a direct check, let \(p_j=-i\partial_j\), so that \(T=-\tfrac12\partial_1^2-\tfrac14\partial_2^2\), and apply \([V,[T,V]]=2VTV-V^2T-TV^2\) to the constant function \(1\). The three terms are

- \(2VTV\,1=2V\cdot(-x_2)=-2x_1^2x_2^2\),
- \(V^2T\,1=0\),
- \(TV^2\,1=T(x_1^4x_2^2)=-6x_1^2x_2^2-\tfrac12x_1^4\).

Combining them with their signs gives \(4x_1^2x_2^2+\tfrac12x_1^4\) again.

## The other double commutator

With \(T\) in place of \(V\) as the outer operator, the result need not be a function of position. For one coordinate with \(T=p^2/2\) and \(V=x^2/2\), the canonical relation gives

\[
[p^2,x^2]=-2i(xp+px),\qquad [p^2,xp+px]=-4i\,p^2 ,
\]

and therefore

\[
[T,[T,V]]=\tfrac18(-2i)(-4i)\,p^2=-p^2 .
\]

With \(p=-i\,d/dx\) this is the second derivative, which sends \(1\) to \(0\) and \(x^2\) to \(2\), so it is not multiplication by a function.

## How the Lean statements express the physics

The algebra homomorphism `φ` turns a polynomial in the variables `X j` into the operator of that potential, and the position operator \(x_j\) is `φ (MvPolynomial.X j)`. The positions commute because polynomials do. The hypothesis `IsCanonical φ p` is the canonical relation, which is assumed for the given operators and stands for the usual conjugacy of position and momentum. The weights `w` are arbitrary complex numbers; physical masses correspond to positive real ones.

`force_gradient` says that the double commutator equals the image under `φ` of the polynomial \(\sum_jw_j(\partial_jV)^2\). `triple_comm_eq_zero` says that its commutator with any `φ W` is zero. In `force_gradient_one_dim` the data are just two elements with \([x,p]=i\), and `Polynomial.aeval x V` is \(V(x)\).

These are algebraic identities. They involve no Hilbert space, self-adjointness or operator domains, and they give no error bound for an integrator. Coulomb and other non-polynomial potentials are not covered. Matrices of finite nonzero size cannot satisfy \([x,p]=i\), since a commutator of such matrices has trace zero and \(i\) times the identity does not, so the theorems do not apply exactly to operators truncated to a finite basis.

`isCanonical_witness` supplies a concrete model: multiplication operators and \(-i\partial_k\) acting on polynomials. The code calls these polynomials wave functions, but nonzero polynomials are not square-integrable over all space, so they are not physical states there.

## The Lean file

```lean
import Mathlib

open Complex

namespace ForceGradientCommutator

noncomputable section

variable {A : Type*} [Ring A] [Algebra ℂ A]
variable {ι : Type*} [Fintype ι] [DecidableEq ι]

/-- The commutator `[a, b] = a b - b a`. -/
def comm {R : Type*} [Ring R] (a b : R) : R := a * b - b * a

/-- The canonical relations `[x_j, p_k] = i δ_jk`, where `φ` sends a polynomial potential
to its operator and `x_j = φ (X j)`. -/
def IsCanonical {ι : Type*} [DecidableEq ι]
    (φ : MvPolynomial ι ℂ →ₐ[ℂ] A) (p : ι → A) : Prop :=
  ∀ j k, comm (φ (MvPolynomial.X j)) (p k) = if j = k then I • (1 : A) else 0

/-- The kinetic energy `T = ∑ j, (w_j / 2) p_j ^ 2` with inverse masses `w_j`. -/
def kinetic {ι : Type*} [Fintype ι] (w : ι → ℂ) (p : ι → A) : A :=
  ∑ j, (w j / 2) • p j ^ 2

omit [Algebra ℂ A] in
/-- The product rule `[a b, c] = a [b, c] + [a, c] b`. -/
theorem comm_mul_left (a b c : A) : comm (a * b) c = a * comm b c + comm a c * b := by
  unfold comm
  noncomm_ring

omit [Fintype ι] in
/-- The commutator of a potential with a momentum is `i` times the partial derivative:
`[V, p_k] = i ∂_k V`. -/
theorem comm_potential_momentum {φ : MvPolynomial ι ℂ →ₐ[ℂ] A} {p : ι → A}
    (h : IsCanonical φ p) (V : MvPolynomial ι ℂ) (k : ι) :
    comm (φ V) (p k) = I • φ (MvPolynomial.pderiv k V) := by
  induction V using MvPolynomial.induction_on with
  | C a =>
    have e : φ (MvPolynomial.C a) = algebraMap ℂ A a := φ.commutes a
    rw [e, MvPolynomial.pderiv_C, map_zero, smul_zero, comm, Algebra.commutes, sub_self]
  | add f g hf hg =>
    rw [map_add, map_add, map_add, smul_add, ← hf, ← hg]
    unfold comm
    noncomm_ring
  | mul_X f j hf =>
    have hX : comm (φ (MvPolynomial.X j)) (p k)
        = I • φ (MvPolynomial.pderiv k (MvPolynomial.X j)) := by
      rw [h j k]
      by_cases hjk : j = k
      · subst hjk
        rw [if_pos rfl, MvPolynomial.pderiv_X_self, map_one]
      · rw [if_neg hjk, MvPolynomial.pderiv_X_of_ne hjk, map_zero, smul_zero]
    -- the product rule for commutators matches the product rule for derivatives
    rw [map_mul, comm_mul_left, hf, hX, MvPolynomial.pderiv_mul, map_add, map_mul, map_mul,
      mul_smul_comm, smul_mul_assoc, smul_add, add_comm]

/-- If `[a, q] = i F` and `a` commutes with `F`, then `[a, [q ^ 2, a]] = 2 F ^ 2`. -/
theorem double_comm_sq {a q F : A} (hF : comm a q = I • F) (hc : a * F = F * a) :
    comm a (comm (q ^ 2) a) = (2 : ℂ) • F ^ 2 := by
  have h1 : comm (q ^ 2) a = -(I • (q * F + F * q)) := by
    have e : comm (q ^ 2) a = -(q * comm a q + comm a q * q) := by
      unfold comm
      noncomm_ring
    rw [e, hF, mul_smul_comm, smul_mul_assoc, ← smul_add]
  have lin : ∀ y : A, comm a (-(I • y)) = -(I • comm a y) := by
    intro y
    simp only [comm, mul_neg, neg_mul, mul_smul_comm, smul_mul_assoc, smul_sub]
    abel
  have key : comm a (q * F + F * q) = comm a q * F + F * comm a q
      + q * (a * F - F * a) + (a * F - F * a) * q := by
    unfold comm
    noncomm_ring
  -- only the two terms containing `[a, q]` survive
  rw [h1, lin, key, hF, hc, sub_self, pow_two]
  simp only [smul_mul_assoc, mul_smul_comm, mul_zero, zero_mul, add_zero, smul_add,
    smul_smul, I_mul_I]
  module

/-- Force-gradient identity: `[V, [T, V]] = ∑ j, w_j (∂_j V) ^ 2` for a polynomial potential
`V` in any finite number of coordinates. -/
theorem force_gradient {φ : MvPolynomial ι ℂ →ₐ[ℂ] A} {p : ι → A}
    (h : IsCanonical φ p) (w : ι → ℂ) (V : MvPolynomial ι ℂ) :
    comm (φ V) (comm (kinetic w p) (φ V))
      = φ (∑ j, w j • (MvPolynomial.pderiv j V) ^ 2) := by
  -- the double commutator is linear in the kinetic energy
  have e : comm (φ V) (comm (kinetic w p) (φ V))
      = ∑ j, (w j / 2) • comm (φ V) (comm (p j ^ 2) (φ V)) := by
    simp only [comm, kinetic, Finset.sum_mul, Finset.mul_sum, mul_sub, sub_mul,
      smul_mul_assoc, mul_smul_comm, smul_sub, Finset.sum_sub_distrib]
  rw [e, map_sum]
  refine Finset.sum_congr rfl fun j _ => ?_
  have hc : φ V * φ (MvPolynomial.pderiv j V) = φ (MvPolynomial.pderiv j V) * φ V := by
    rw [← map_mul, mul_comm, map_mul]
  rw [double_comm_sq (comm_potential_momentum h V j) hc, smul_smul, map_smul, map_pow,
    div_mul_cancel₀ _ (two_ne_zero : (2 : ℂ) ≠ 0)]

/-- The double commutator `[V, [T, V]]` commutes with every polynomial potential `W`;
for `W = V` this reads `[V, [V, [T, V]]] = 0`. -/
theorem triple_comm_eq_zero {φ : MvPolynomial ι ℂ →ₐ[ℂ] A} {p : ι → A}
    (h : IsCanonical φ p) (w : ι → ℂ) (V W : MvPolynomial ι ℂ) :
    comm (φ W) (comm (φ V) (comm (kinetic w p) (φ V))) = 0 := by
  rw [force_gradient h, comm, ← map_mul, ← map_mul, mul_comm, sub_self]

/-- One coordinate with unit mass: if `[x, p] = i`, then
`[V(x), [p ^ 2 / 2, V(x)]] = V'(x) ^ 2`. -/
theorem force_gradient_one_dim {x p : A} (h : comm x p = I • (1 : A)) (V : Polynomial ℂ) :
    comm (Polynomial.aeval x V) (comm ((1 / 2 : ℂ) • p ^ 2) (Polynomial.aeval x V))
      = (Polynomial.aeval x (Polynomial.derivative V)) ^ 2 := by
  have hder : ∀ f : Polynomial ℂ,
      Polynomial.aeval x (Polynomial.derivative (f * Polynomial.X))
        = Polynomial.aeval x (Polynomial.derivative f) * x + Polynomial.aeval x f := by
    intro f
    rw [Polynomial.derivative_mul, Polynomial.derivative_X, mul_one, map_add, map_mul,
      Polynomial.aeval_X]
  have hd : comm (Polynomial.aeval x V) p
      = I • Polynomial.aeval x (Polynomial.derivative V) := by
    induction V using Polynomial.induction_on with
    | C a =>
      rw [Polynomial.aeval_C, Polynomial.derivative_C, map_zero, smul_zero, comm,
        Algebra.commutes, sub_self]
    | add f g hf hg =>
      rw [map_add, map_add, map_add, smul_add, ← hf, ← hg]
      unfold comm
      noncomm_ring
    | monomial n a hn =>
      rw [pow_succ, ← mul_assoc, map_mul, comm_mul_left, hn, Polynomial.aeval_X, h,
        hder, mul_smul_comm, mul_one, smul_mul_assoc, smul_add, add_comm]
  have hc : Polynomial.aeval x V * Polynomial.aeval x (Polynomial.derivative V)
      = Polynomial.aeval x (Polynomial.derivative V) * Polynomial.aeval x V := by
    rw [← map_mul, mul_comm, map_mul]
  have e : ∀ a b : A, comm a (comm ((1 / 2 : ℂ) • b) a)
      = (1 / 2 : ℂ) • comm a (comm b a) := by
    intro a b
    simp only [comm, mul_sub, sub_mul, smul_mul_assoc, mul_smul_comm, smul_sub]
  rw [e, double_comm_sq hd hc, smul_smul]
  norm_num

/-- For the harmonic potential `V = x ^ 2 / 2` and `T = p ^ 2 / 2`, the other double
commutator is `[T, [T, V]] = -p ^ 2`. -/
theorem harmonic_other_double_comm {x p : A} (h : comm x p = I • (1 : A)) :
    comm ((1 / 2 : ℂ) • p ^ 2) (comm ((1 / 2 : ℂ) • p ^ 2) ((1 / 2 : ℂ) • x ^ 2))
      = -p ^ 2 := by
  -- iterated product rules reduce both commutators to `[x, p]`
  have h1 : comm (p ^ 2) (x ^ 2) = -((2 * I) • (x * p + p * x)) := by
    have e : comm (p ^ 2) (x ^ 2)
        = -(p * (x * comm x p + comm x p * x) + (x * comm x p + comm x p * x) * p) := by
      unfold comm
      noncomm_ring
    rw [e, h]
    simp only [mul_smul_comm, smul_mul_assoc, mul_one, one_mul, mul_add, add_mul]
    module
  have h2 : comm (p ^ 2) (x * p + p * x) = -((4 * I) • p ^ 2) := by
    have e : comm (p ^ 2) (x * p + p * x)
        = -((p * comm x p + comm x p * p) * p + p * (p * comm x p + comm x p * p)) := by
      unfold comm
      noncomm_ring
    rw [e, h, pow_two]
    simp only [mul_smul_comm, smul_mul_assoc, mul_one, one_mul, mul_add, add_mul]
    module
  have e : comm ((1 / 2 : ℂ) • p ^ 2) (comm ((1 / 2 : ℂ) • p ^ 2) ((1 / 2 : ℂ) • x ^ 2))
      = (1 / 8 : ℂ) • comm (p ^ 2) (comm (p ^ 2) (x ^ 2)) := by
    simp only [comm, mul_sub, sub_mul, smul_mul_assoc, mul_smul_comm, smul_sub, smul_smul]
    norm_num
  have lin : ∀ y : A, comm (p ^ 2) (-((2 * I) • y)) = -((2 * I) • comm (p ^ 2) y) := by
    intro y
    simp only [comm, mul_neg, neg_mul, mul_smul_comm, smul_mul_assoc, smul_sub]
    abel
  have hI : (1 / 8 : ℂ) * (2 * I * (4 * I)) = -1 := by
    linear_combination I_mul_I
  have collect : (1 / 8 : ℂ) • (-((2 * I) • (-((4 * I) • p ^ 2))))
      = ((1 / 8 : ℂ) * (2 * I * (4 * I))) • p ^ 2 := by
    module
  rw [e, h1, lin, h2, collect, hI, neg_one_smul]

/-- The momentum operator `-i ∂_k` on polynomial wave functions. -/
def momentumOp {ι : Type*} (k : ι) : Module.End ℂ (MvPolynomial ι ℂ) :=
  (-I) • (MvPolynomial.pderiv k).toLinearMap

omit [Fintype ι] in
/-- Multiplication operators and the momenta `-i ∂_k` on polynomial wave functions satisfy
the canonical relations. -/
theorem isCanonical_witness :
    IsCanonical (Algebra.lmul ℂ (MvPolynomial ι ℂ)) (momentumOp (ι := ι)) := by
  intro j k
  refine LinearMap.ext fun f => ?_
  have e : comm (Algebra.lmul ℂ (MvPolynomial ι ℂ) (MvPolynomial.X j)) (momentumOp k) f
      = MvPolynomial.X j * ((-I) • MvPolynomial.pderiv k f)
        - (-I) • MvPolynomial.pderiv k (MvPolynomial.X j * f) := rfl
  rw [e, MvPolynomial.pderiv_mul, mul_smul_comm]
  by_cases hjk : j = k
  · subst hjk
    rw [if_pos rfl, MvPolynomial.pderiv_X_self, one_mul, LinearMap.smul_apply,
      Module.End.one_apply]
    module
  · rw [if_neg hjk, MvPolynomial.pderiv_X_of_ne hjk, zero_mul, zero_add, sub_self,
      LinearMap.zero_apply]

end

end ForceGradientCommutator
```

```lean
#print axioms ForceGradientCommutator.triple_comm_eq_zero
-- 'ForceGradientCommutator.triple_comm_eq_zero' depends on axioms: [propext, Classical.choice, Quot.sound]
#print axioms ForceGradientCommutator.force_gradient_one_dim
-- 'ForceGradientCommutator.force_gradient_one_dim' depends on axioms: [propext, Classical.choice, Quot.sound]
#print axioms ForceGradientCommutator.harmonic_other_double_comm
-- 'ForceGradientCommutator.harmonic_other_double_comm' depends on axioms: [propext, Classical.choice, Quot.sound]
```

## How the proof follows the derivation

`comm_potential_momentum` is the induction on \(V\). Its three cases are constants, sums, and multiplication by one coordinate. In the last case `comm_mul_left` is matched with `MvPolynomial.pderiv_mul`, after a case split on whether `j = k`.

`double_comm_sq` is the calculation with \(a,q,F\). Inside it, `h1` computes \([q^2,a]\), `lin` moves the factor \(-i\) out of the outer commutator, and `key` expands \([a,qF+Fq]\) into four terms. Rewriting with `hc` removes the two that contain \([a,F]\). The tactic `noncomm_ring` checks the expansions without reordering factors, and `module` collects the scalars at the end.

In `force_gradient`, the equation `e` distributes the double commutator over the kinetic sum. `Finset.sum_congr` then reduces the claim to a single coordinate, where `double_comm_sq` applies and the factor \(2\) cancels the \(2\) in \(w_j/2\). The proof of `triple_comm_eq_zero` rewrites with this result and uses commutativity of polynomial multiplication.

The one-coordinate theorem repeats the induction for ordinary polynomials as `hd`, with `hder` providing the derivative of \(f\cdot x\), and then uses the same `double_comm_sq`.

For the harmonic potential, `h1` and `h2` are the two commutators displayed above, `e` extracts the prefactor \(\tfrac18\), and `hI` evaluates the product of scalars to \(-1\). The witness is checked by applying both sides of the canonical relation to an arbitrary polynomial `f`: by the product rule for \(\partial_k(x_jf)\), only the term \(i\,\delta_{jk}f\) remains.
